# Time evolution under a bounded self-adjoint Hamiltonian is unitary

Let H be a bounded, self-adjoint, time-independent Hamiltonian on a complex Hilbert space, in units with ħ = 1. The theorem states that for every real time t the propagator exp(−itH) is unitary: its adjoint is its two-sided inverse, so evolution preserves inner products and norms. The attempt first shows that −itH is skew-adjoint, since taking the adjoint conjugates the scalar −it and leaves H fixed. It then applies Mathlib's lemma that the exponential of a skew-adjoint element is unitary.

As first written in Lean, the proof fails:

```lean
import Mathlib

open Finset Matrix

set_option maxHeartbeats 400000

namespace PropagatorMemUnitary

noncomputable section

variable {E : Type*} [NormedAddCommGroup E] [InnerProductSpace ℂ E] [CompleteSpace E]

/-- The time-evolution operator `exp(-itH)` of a bounded Hamiltonian `H`, with `ħ = 1`. -/
def propagator (H : E →L[ℂ] E) (t : ℝ) : E →L[ℂ] E :=
  NormedSpace.exp ((-(Complex.I * (t : ℂ))) • H)

/-- Time evolution under a self-adjoint Hamiltonian is unitary. -/
theorem propagator_mem_unitary {H : E →L[ℂ] E} (hH : IsSelfAdjoint H) (t : ℝ) :
    propagator H t ∈ unitary (E →L[ℂ] E) := by
  have hc : star (-(Complex.I * (t : ℂ))) = -(-(Complex.I * (t : ℂ))) := by
    simp [mul_comm]
  have hskew : (-(Complex.I * (t : ℂ))) • H ∈ skewAdjoint (E →L[ℂ] E) := by
    rw [skewAdjoint.mem_iff, star_smul, hH.star_eq, hc, neg_smul]
  exact NormedSpace.exp_mem_unitary_of_mem_skewAdjoint hskew

end

end PropagatorMemUnitary
```

Compiling this gives:

```
Main.lean:24:8: error(lean.synthInstanceFailed): failed to synthesize instance of type class
  NormedAlgebra ℚ (E →L[ℂ] E)

Hint: Type class instance resolution failures can be inspected with the `set_option trace.Meta.synthInstance true` command.
```

Cause. The error is at the final `exact`, where `NormedSpace.exp_mem_unitary_of_mem_skewAdjoint` is applied. That lemma needs an instance of `NormedAlgebra ℚ (E →L[ℂ] E)`, that is, the bounded operators regarded as a normed algebra over the rationals, and Lean's instance search does not find one. The operators do form a normed algebra over ℂ, and a rational structure follows by letting only rational scalars act, but the search does not take this step by itself. The message raises no objection to the skew-adjointness argument.

The added line builds the missing structure explicitly with `NormedAlgebra.restrictScalars ℚ ℂ (E →L[ℂ] E)`. Introduced by `let` before the `exact`, it becomes a local instance that the search can use, and the unchanged final line then compiles.

As a diff, the version that Lean accepts:

```diff
@@ -22,4 +22,5 @@
   have hskew : (-(Complex.I * (t : ℂ))) • H ∈ skewAdjoint (E →L[ℂ] E) := by
     rw [skewAdjoint.mem_iff, star_smul, hH.star_eq, hc, neg_smul]
+  let _ : NormedAlgebra ℚ (E →L[ℂ] E) := NormedAlgebra.restrictScalars ℚ ℂ (E →L[ℂ] E)
   exact NormedSpace.exp_mem_unitary_of_mem_skewAdjoint hskew
 
```
